# The equilibrium Miller-Abrahams flux is symmetric and within a factor four of the resistor-network factor

A hop from site $i$ to site $j$ needs $i$ occupied and $j$ empty, and the probability of that joint event must be fixed before a flux is defined. Here it is the product $f_i(1-f_j)$ of two Fermi factors, each site having its own chemical potential. For two distinct non-interacting, non-degenerate levels, each holding at most one particle, in equilibrium with a particle reservoir at a common chemical potential, the product is exact (at fixed particle number it need not be); under bias it is an assumption that neglects correlations between the sites.

```lean
import Mathlib

open Real Filter Topology

namespace HoppingConductance

noncomputable section
```

## Occupations, rate and flux

Energies $e$, chemical potentials $\mu$ and the inverse temperature $\beta$ are real numbers. The occupation is $f_\mu(e)=1/(1+e^{\beta(e-\mu)})$, and $\mu=0$ measures energies from the Fermi level.

```lean
/-- Fermi occupation of a level of energy `e` at inverse temperature `β` and chemical
potential `μ`. -/
def fermi (β μ e : ℝ) : ℝ := 1 / (1 + exp (β * (e - μ)))
```

The postulated rate $w_{ij}=e^{-\beta\max(e_j-e_i,0)}$ stands for phonon-assisted tunnelling: downhill hops have rate one, uphill hops pay a Boltzmann factor. The tunnelling prefactor, taken equal in both directions, is the unit; distances and the energy dependence of the phonon coupling are absent. So is the phonon-occupation factor $1/(1-e^{-\beta|e_i-e_j|})$ of one-phonon hops, which is close to one only when $\beta|e_i-e_j|\gg1$.

```lean
/-- Miller-Abrahams rate for a hop from a level `ei` to a level `ej`, in units of the
tunnelling prefactor. -/
def maRate (β ei ej : ℝ) : ℝ := exp (-β * max (ej - ei) 0)
```

The flux is $\Gamma_{ij}=f_{\mu_i}(e_i)\,[1-f_{\mu_j}(e_j)]\,w_{ij}$.

```lean
/-- Flux of hops from site `i` (occupied) to site `j` (empty), the sites having local
chemical potentials `μi` and `μj`. -/
def flux (β μi μj ei ej : ℝ) : ℝ :=
  fermi β μi ei * (1 - fermi β μj ej) * maRate β ei ej
```

The net particle current is $J_{ij}=\Gamma_{ij}-\Gamma_{ji}$.

```lean
/-- Net particle current from site `i` to site `j`: forward flux minus backward flux. -/
def netCurrent (β μi μj ei ej : ℝ) : ℝ := flux β μi μj ei ej - flux β μj μi ej ei
```

The network factor at a common $\mu$ is $G=e^{-\beta(|e_i-\mu|+|e_j-\mu|+|e_i-e_j|)/2}$.

```lean
/-- Resistor-network factor `exp (-β (|ei - μ| + |ej - μ| + |ei - ej|) / 2)` of a link. -/
def networkFactor (β μ ei ej : ℝ) : ℝ := exp (-β * (|ei - μ| + |ej - μ| + |ei - ej|) / 2)
```

Each level has a denominator $D_\mu(e)=1+e^{-\beta|e-\mu|}$, abbreviated $D_i=D_{\mu_i}(e_i)$.

```lean
/-- Thermal denominator `1 + exp (-β |e - μ|)` of a level. -/
def thermal (β μ e : ℝ) : ℝ := 1 + exp (-β * |e - μ|)
```

## Fermi factors as Boltzmann factors over $D$

Put $x=e-\mu$. For $x\ge0$, multiplying numerator and denominator by $e^{-\beta x}$ gives $f=e^{-\beta x}/(1+e^{-\beta x})$. For $x\le0$, $\beta x=-\beta|x|$ gives $f=1/(1+e^{-\beta|x|})$. Together,
$$f_\mu(e)=\frac{e^{-\beta\max(e-\mu,0)}}{D_\mu(e)}.$$
The proof splits on the sign of $x$; in the first case it cross-multiplies and uses $e^{-\beta x}e^{\beta x}=1$ (`h1`).

```lean
/-- The occupation is the Boltzmann factor of the energy above `μ` divided by the thermal
denominator. -/
theorem fermi_eq (β μ e : ℝ) :
    fermi β μ e = exp (-β * max (e - μ) 0) / thermal β μ e := by
  unfold fermi thermal
  rcases le_total 0 (e - μ) with h | h
  · rw [max_eq_left h, abs_of_nonneg h, div_eq_div_iff (by positivity) (by positivity)]
    have h1 : exp (-β * (e - μ)) * exp (β * (e - μ)) = 1 := by
      rw [← exp_add, show -β * (e - μ) + β * (e - μ) = 0 by ring, exp_zero]
    linear_combination (-1) * h1
  · rw [max_eq_right h, abs_of_nonpos h, mul_zero, exp_zero, neg_mul_neg]
```

For the vacancy, $1-f=e^{\beta x}/(1+e^{\beta x})=1/(1+e^{-\beta x})$, the Fermi function with $e$ and $\mu$ exchanged (`hph`). Since $D$ is unchanged by the exchange,
$$1-f_\mu(e)=\frac{e^{-\beta\max(\mu-e,0)}}{D_\mu(e)}.$$

```lean
/-- The vacancy probability is the Boltzmann factor of the energy below `μ` divided by the
thermal denominator. -/
theorem one_sub_fermi_eq (β μ e : ℝ) :
    1 - fermi β μ e = exp (-β * max (μ - e) 0) / thermal β μ e := by
  -- particle-hole symmetry exchanges the roles of `e` and `μ`
  have hph : 1 - fermi β μ e = fermi β e μ := by
    unfold fermi
    have h : exp (β * (e - μ)) * exp (β * (μ - e)) = 1 := by
      rw [← exp_add, show β * (e - μ) + β * (μ - e) = 0 by ring, exp_zero]
    rw [sub_eq_iff_eq_add, div_add_div _ _ (by positivity) (by positivity),
      eq_div_iff (by positivity)]
    linear_combination h
  rw [hph, fermi_eq]
  unfold thermal
  rw [abs_sub_comm μ e]
```

## Closed form of the flux

The flux now has numerator $e^{-\beta S}$ with $S=\max(e_i-\mu_i,0)+\max(\mu_j-e_j,0)+\max(e_j-e_i,0)$. With $\max(x,0)=(x+|x|)/2$ (`hm`), the signed parts telescope, $(e_i-\mu_i)+(\mu_j-e_j)+(e_j-e_i)=\mu_j-\mu_i$ (`key`), so
$$\Gamma_{ij}=\frac{e^{\beta(\mu_i-\mu_j)/2}\;e^{-\beta(|e_i-\mu_i|+|e_j-\mu_j|+|e_i-e_j|)/2}}{D_iD_j}.$$

```lean
/-- Closed form of the flux for arbitrary local chemical potentials: a bias factor times an
exponential of absolute energy differences, divided by the two thermal denominators. -/
theorem flux_closed_form (β μi μj ei ej : ℝ) :
    flux β μi μj ei ej = exp (β * (μi - μj) / 2)
      * exp (-β * (|ei - μi| + |ej - μj| + |ei - ej|) / 2)
      / (thermal β μi ei * thermal β μj ej) := by
  have hm : ∀ x : ℝ, max x 0 = (x + |x|) / 2 := by
    intro x
    rcases le_total 0 x with h | h
    · rw [max_eq_left h, abs_of_nonneg h]; ring
    · rw [max_eq_right h, abs_of_nonpos h]; ring
  -- the signed parts of the three activation energies telescope to the bias
  have key : -β * max (ei - μi) 0 + -β * max (μj - ej) 0 + -β * max (ej - ei) 0
      = β * (μi - μj) / 2 + -β * (|ei - μi| + |ej - μj| + |ei - ej|) / 2 := by
    rw [hm (ei - μi), hm (μj - ej), hm (ej - ei), abs_sub_comm μj ej, abs_sub_comm ej ei]
    ring
  unfold flux maRate
  rw [one_sub_fermi_eq, fermi_eq, div_mul_div_comm, div_mul_eq_mul_div, ← exp_add,
    ← exp_add, ← exp_add, key]
```

At $\mu_i=\mu_j=\mu$ the first factor is one and $\Gamma_{ij}=G/(D_iD_j)$.

```lean
/-- With a common chemical potential the flux is the network factor divided by the two
thermal denominators. -/
theorem equilibrium_flux_eq (β μ ei ej : ℝ) :
    flux β μ μ ei ej = networkFactor β μ ei ej / (thermal β μ ei * thermal β μ ej) := by
  unfold networkFactor
  rw [flux_closed_form, sub_self μ, mul_zero, zero_div, exp_zero, one_mul]
```

Both $G$ and $D_iD_j$ are unchanged under $i\leftrightarrow j$, so $\Gamma_{ij}=\Gamma_{ji}$: detailed balance on the link. These identities hold for every real $\beta$.

```lean
/-- With a common chemical potential the forward and backward fluxes are equal. -/
theorem equilibrium_flux_symm (β μ ei ej : ℝ) : flux β μ μ ei ej = flux β μ μ ej ei := by
  rw [equilibrium_flux_eq β μ ei ej, equilibrium_flux_eq β μ ej ei]
  unfold networkFactor
  rw [abs_sub_comm ej ei, add_comm |ej - μ| |ei - μ|,
    mul_comm (thermal β μ ej) (thermal β μ ei)]
```

## The bounds $G/4\le\Gamma<G$

For $\beta>0$, $0<e^{-\beta|e-\mu|}\le1$, so $1<D\le2$, and $D=2$ forces $\beta|e-\mu|=0$, that is $e=\mu$ (`hD`). Hence $1<D_iD_j\le4$ (`hlo`, `hhi`), and since $G>0$,
$$\frac G4\le\Gamma_{ij}<G.$$
Equality on the left means $D_iD_j=4$; as each factor is at most 2, both equal 2 and $e_i=e_j=\mu$. Conversely, levels at $\mu$ have $D=2$. The theorem collects symmetry, both bounds and this equivalence, for all real `μ`, `ei`, `ej` under `hβ : 0 < β`. At $\beta=0$ every $D$ is 2 whatever the energies, so the equivalence would fail.

```lean
/-- At positive `β` the equilibrium flux is symmetric in the two sites, is at least a quarter
of the network factor and strictly below it, and equals the quarter exactly when both levels
lie at the chemical potential. -/
theorem equilibrium_flux_bounds {β : ℝ} (hβ : 0 < β) (μ ei ej : ℝ) :
    flux β μ μ ei ej = flux β μ μ ej ei ∧
    networkFactor β μ ei ej / 4 ≤ flux β μ μ ei ej ∧
    flux β μ μ ei ej < networkFactor β μ ei ej ∧
    (flux β μ μ ei ej = networkFactor β μ ei ej / 4 ↔ ei = μ ∧ ej = μ) := by
  have hG : 0 < networkFactor β μ ei ej := exp_pos _
  -- each thermal denominator lies in (1, 2] and reaches 2 only at the chemical potential
  have hD : ∀ e, 1 < thermal β μ e ∧ thermal β μ e ≤ 2 ∧ (thermal β μ e = 2 → e = μ) := by
    intro e
    unfold thermal
    have h0 := mul_nonneg hβ.le (abs_nonneg (e - μ))
    have h1 : exp (-β * |e - μ|) ≤ 1 := exp_le_one_iff.mpr (by linarith)
    have h2 := exp_pos (-β * |e - μ|)
    refine ⟨by linarith, by linarith, fun h => ?_⟩
    have h3 : exp (-β * |e - μ|) = exp 0 := by rw [exp_zero]; linarith
    rcases mul_eq_zero.mp (exp_injective h3) with h4 | h4
    · linarith
    · exact sub_eq_zero.mp (abs_eq_zero.mp h4)
  obtain ⟨a1, a2, a3⟩ := hD ei
  obtain ⟨b1, b2, b3⟩ := hD ej
  have hlo : 1 < thermal β μ ei * thermal β μ ej := by nlinarith
  have hhi : thermal β μ ei * thermal β μ ej ≤ 4 := by nlinarith
  have hpos : 0 < thermal β μ ei * thermal β μ ej := by linarith
  refine ⟨equilibrium_flux_symm β μ ei ej, ?_⟩
  rw [equilibrium_flux_eq]
  refine ⟨div_le_div_of_nonneg_left hG.le hpos hhi, div_lt_self hG hlo, fun h => ?_,
    fun h => ?_⟩
  · rw [div_eq_div_iff hpos.ne' (by norm_num)] at h
    have h4 := mul_left_cancel₀ hG.ne' h
    exact ⟨a3 (le_antisymm a2 (by nlinarith)), b3 (le_antisymm b2 (by nlinarith))⟩
  · have h2 : thermal β μ μ = 2 := by
      unfold thermal
      rw [sub_self, abs_zero, mul_zero, exp_zero]
      norm_num
    rw [h.1, h.2, h2]
    norm_num
```

As an instance take $\beta=1$, $\mu=0$, $e_i=\ln3$, $e_j=-\ln2$. Then $f_i=1/4$, $f_j=2/3$, $w_{ij}=1$, $w_{ji}=1/6$, giving $\Gamma_{ij}=\frac14\cdot\frac13\cdot1=\frac1{12}$ and $\Gamma_{ji}=\frac23\cdot\frac34\cdot\frac16=\frac1{12}$. Also $G=e^{-(\ln3+\ln2+\ln6)/2}=\frac16$ and $D_iD_j=\frac43\cdot\frac32=2$, so $\Gamma_{ij}=G/2$.

## The low-temperature limit

If $e\ne\mu$ then $\beta|e-\mu|\to\infty$ as $\beta\to\infty$, so $D\to1$. With both levels off $\mu$, at fixed energies and fixed $\mu$, $\Gamma_{ij}/G=1/(D_iD_j)\to1$: the constant in the upper bound is approached. In Lean `atTop` is $\beta\to\infty$, and the proof multiplies the two limits of $D$ and inverts.

```lean
/-- If neither level lies at the chemical potential, the ratio of the equilibrium flux to the
network factor tends to one as `β` tends to infinity. -/
theorem equilibrium_flux_low_temperature {μ ei ej : ℝ} (hi : ei ≠ μ) (hj : ej ≠ μ) :
    Tendsto (fun β => flux β μ μ ei ej / networkFactor β μ ei ej) atTop (𝓝 1) := by
  have hD : ∀ e, e ≠ μ → Tendsto (fun β => thermal β μ e) atTop (𝓝 1) := by
    intro e he
    have hc : 0 < |e - μ| := abs_pos.mpr (sub_ne_zero.mpr he)
    have h1 : Tendsto (fun β : ℝ => β * |e - μ|) atTop atTop :=
      tendsto_id.atTop_mul_const hc
    have h2 := (tendsto_exp_neg_atTop_nhds_zero.comp h1).const_add 1
    rw [add_zero] at h2
    refine h2.congr fun β => ?_
    simp only [thermal, Function.comp_apply, neg_mul]
  have h := ((hD ei hi).mul (hD ej hj)).inv₀ (by norm_num)
  rw [mul_one, inv_one] at h
  refine h.congr fun β => ?_
  have hG : networkFactor β μ ei ej ≠ 0 := (exp_pos _).ne'
  simp only [equilibrium_flux_eq]
  rw [div_right_comm, div_self hG, one_div]
```

## Current and link conductance

Exchanging $i$ and $j$ in the closed form alters only the bias factor, and $e^{\beta(\mu_j-\mu_i)/2}=e^{\beta(\mu_i-\mu_j)/2}e^{-\beta(\mu_i-\mu_j)}$. Therefore, at any bias,
$$J_{ij}=\Gamma_{ij}\,\bigl(1-e^{-\beta(\mu_i-\mu_j)}\bigr).$$

```lean
/-- The net current equals the forward flux times `1 - exp (-β (μi - μj))`. -/
theorem netCurrent_eq (β μi μj ei ej : ℝ) :
    netCurrent β μi μj ei ej = flux β μi μj ei ej * (1 - exp (-β * (μi - μj))) := by
  have h : exp (β * (μj - μi) / 2) = exp (β * (μi - μj) / 2) * exp (-β * (μi - μj)) := by
    rw [← exp_add]
    congr 1
    ring
  unfold netCurrent
  rw [flux_closed_form β μi μj ei ej, flux_closed_form β μj μi ej ei, h,
    abs_sub_comm ej ei, add_comm |ej - μj| |ei - μi|,
    mul_comm (thermal β μj ej) (thermal β μi ei)]
  ring
```

Let $\mu_i=\mu+ta$ and $\mu_j=\mu+tb$, with real shifts $a,b$ and a real parameter $t$, the levels held fixed. Then $J=\Gamma(t)B(t)$, where $\Gamma(t)$ is the forward flux and $B=1-e^{-\beta t(a-b)}$, so $B(0)=0$ and $B'(0)=\beta(a-b)$ (`he`). In the product rule $\Gamma'(0)B(0)$ vanishes, so only differentiability of the flux is needed (`hg`), and
$$\frac{dJ}{dt}\Big|_{t=0}=\beta\,\Gamma(0)\,(a-b),$$
with $\Gamma(0)$ the equilibrium flux. `HasDerivAt` says that $J$ is differentiable at $t=0$ with this derivative. The link conductance, particle current per unit difference of chemical potential, is thus $\beta\Gamma(0)$.

```lean
/-- Linear response: when the local chemical potentials are `μ + t a` and `μ + t b`, the
derivative of the net current at `t = 0` is `β` times the equilibrium flux times `a - b`. -/
theorem netCurrent_linear_response (β μ ei ej a b : ℝ) :
    HasDerivAt (fun t => netCurrent β (μ + t * a) (μ + t * b) ei ej)
      (β * flux β μ μ ei ej * (a - b)) 0 := by
  have hf : ∀ c e : ℝ, DifferentiableAt ℝ (fun t : ℝ => fermi β (μ + t * c) e) 0 := by
    intro c e
    unfold fermi
    have h1 : DifferentiableAt ℝ (fun t : ℝ => 1 + exp (β * (e - (μ + t * c)))) 0 := by
      fun_prop
    exact (differentiableAt_const (1 : ℝ)).div h1 (ne_of_gt (add_pos one_pos (exp_pos _)))
  have hg : DifferentiableAt ℝ (fun t : ℝ => flux β (μ + t * a) (μ + t * b) ei ej) 0 := by
    unfold flux
    exact ((hf a ei).mul ((differentiableAt_const (1 : ℝ)).sub (hf b ej))).mul
      (differentiableAt_const (maRate β ei ej))
  have h0 : HasDerivAt (fun t : ℝ => -β * (μ + t * a - (μ + t * b))) (-β * (a - b)) 0 :=
    (((((hasDerivAt_id' (0 : ℝ)).mul_const a).const_add μ).fun_sub
      (((hasDerivAt_id' (0 : ℝ)).mul_const b).const_add μ)).const_mul (-β)).congr_deriv
      (by ring)
  have he : HasDerivAt (fun t : ℝ => 1 - exp (-β * (μ + t * a - (μ + t * b))))
      (β * (a - b)) 0 := (h0.exp.const_sub 1).congr_deriv (by simp)
  -- the bias factor vanishes at `t = 0`, so only its own derivative contributes
  simp only [netCurrent_eq]
  refine (hg.hasDerivAt.fun_mul he).congr_deriv ?_
  simp only [zero_mul, add_zero, sub_self, mul_zero, exp_zero]
  ring

end

end HoppingConductance
```

```lean
#print axioms HoppingConductance.equilibrium_flux_bounds
#print axioms HoppingConductance.equilibrium_flux_low_temperature
#print axioms HoppingConductance.netCurrent_linear_response
```

```
'HoppingConductance.equilibrium_flux_bounds' depends on axioms: [propext, Classical.choice, Quot.sound]
'HoppingConductance.equilibrium_flux_low_temperature' depends on axioms: [propext, Classical.choice, Quot.sound]
'HoppingConductance.netCurrent_linear_response' depends on axioms: [propext, Classical.choice, Quot.sound]
```

## Scope and a different rate law

Resistor-network treatments of hopping in disordered semiconductors commonly assign each link a conductance proportional to $G$ times a tunnelling factor that depends on the distance; for a single link between non-interacting levels, with the simplified rate used here and $\beta>0$, dropping $D_iD_j$ overestimates the equilibrium flux by a factor of at most four. The theorems do not reach the network as a whole: the determination of the $\mu_i$ from current conservation, percolation, field shifts of the levels and Coulomb interactions are not treated.

The Glauber rate $1/(1+e^{\beta(e_j-e_i)})$ also obeys detailed balance. It has the form of a Fermi function, so it equals $w_{ij}/(1+e^{-\beta|e_i-e_j|})$. A third symmetric denominator in $(1,2]$ would appear; symmetry and the upper bound would survive, the lower bound would become $G/8$, and the low-temperature ratio would tend to one only if also $e_i\ne e_j$. This variant and the numerical instance are ordinary algebra, not statements of the Lean file.
